# Reweighting identical Gaussian phonon modes to a new precision: with finite weight variance, the effective sample fraction decays exponentially in their number

The effective sample fraction is defined here by averages over the sampled distribution, not by the weights of one finite batch of configurations. If configurations x are drawn from a density ρ_a and reused for ρ_b with weight w = ρ_b/ρ_a, the fraction is

⟨w⟩² / ⟨w²⟩,

where both averages are taken in ρ_a. It is a fixed number for each pair of densities, and it presupposes that ⟨w²⟩ is finite.

```lean
import Mathlib

open MeasureTheory Filter Real
open scoped Topology

namespace PhononReweighting

noncomputable section
```

## Densities and weights

Each phonon coordinate x has a centred Gaussian density with precision a, the inverse variance of the displacement:

p_a(x) = √(a/(2π)) exp(−a x²/2).

In a harmonic trial state, the mode frequency and the temperature set this precision. Updating the trial state changes a to b.

```lean
/-- Centred Gaussian density of one phonon coordinate with precision (inverse variance)
`a > 0`. -/
def modeDensity (a x : ℝ) : ℝ := √(a / (2 * π)) * Real.exp (-(a / 2) * x ^ 2)
```

For n independent modes the density is a product, ρ_a(x) = ∏ᵢ p_{aᵢ}(xᵢ). In Lean, a configuration is a function `Fin n → ℝ`, and so is the list of precisions. The old and new states therefore share their mode coordinates and their centres; rotated eigenvectors and shifted mean positions are not covered.

```lean
/-- Density of `n` independent modes with precisions `a i > 0`. -/
def density {n : ℕ} (a x : Fin n → ℝ) : ℝ := ∏ i, modeDensity (a i) (x i)
```

The weight is the ratio of the new density to the old one.

```lean
/-- Weight carried by a configuration `x` sampled with precisions `a i > 0` when it is reused
for the precisions `b i > 0`. -/
def weight {n : ℕ} (a b x : Fin n → ℝ) : ℝ := density b x / density a x
```

The fraction is then written with n-dimensional integrals, ⟨w⟩ = ∫ ρ_a w and ⟨w²⟩ = ∫ ρ_a w², with no reference to the closed formula derived below.

```lean
/-- Effective sample fraction: squared mean weight over mean squared weight, both averaged
in the sampled density. Its domain is positive precisions with a finite mean squared weight. -/
def effectiveFraction {n : ℕ} (a b : Fin n → ℝ) : ℝ :=
  (∫ x, density a x * weight a b x) ^ 2 / ∫ x, density a x * weight a b x ^ 2
```

## One mode

The Gaussian integral gives ∫ exp(−a x²/2) dx = √(2π/a), which cancels the prefactor of p_a. Hence ∫ p_a = 1.

```lean
/-- The one-mode density with positive precision is normalised. -/
theorem integral_modeDensity {a : ℝ} (ha : 0 < a) : ∫ x, modeDensity a x = 1 := by
  unfold modeDensity
  rw [integral_const_mul, integral_gaussian, ← Real.sqrt_mul (by positivity)]
  have h : a / (2 * π) * (π / (a / 2)) = 1 := by
    have := Real.pi_ne_zero
    field_simp
  rw [h, Real.sqrt_one]
```

The mean squared weight of one mode is ∫ p_a (p_b/p_a)² = ∫ p_b²/p_a. The exponents combine as −b x² + a x²/2 = −(2b − a)x²/2, so

p_b²/p_a = [b/(2π)] / √(a/(2π)) · exp(−(2b − a)x²/2).

In the proof, `h` is this identity between exponentials, arranged so that the factor from p_a cancels.

```lean
/-- For positive precisions, the squared new density over the sampled density is a constant times
`exp(-(2b - a)x²/2)`. -/
theorem modeDensity_sq_div {a b : ℝ} (hb : 0 < b) (x : ℝ) :
    modeDensity b x ^ 2 / modeDensity a x =
      b / (2 * π) / √(a / (2 * π)) * Real.exp (-((2 * b - a) / 2) * x ^ 2) := by
  have h : Real.exp (-(b / 2) * x ^ 2) ^ 2 =
      Real.exp (-((2 * b - a) / 2) * x ^ 2) * Real.exp (-(a / 2) * x ^ 2) := by
    rw [pow_two (Real.exp _), ← Real.exp_add, ← Real.exp_add]
    congr 1
    ring
  unfold modeDensity
  rw [mul_pow, h, Real.sq_sqrt (by positivity), ← mul_assoc,
    mul_div_mul_right _ _ (Real.exp_pos _).ne']
  ring
```

A nonzero constant does not affect integrability, and the remaining exponential is integrable exactly when 2b − a > 0. In terms of variances, the new variance 1/b must be less than twice the sampled variance 1/a.

```lean
/-- For positive precisions, the mean squared weight of one mode is finite exactly when
`a < 2b`. -/
theorem integrable_sq_div_iff {a b : ℝ} (ha : 0 < a) (hb : 0 < b) :
    Integrable (fun x => modeDensity b x ^ 2 / modeDensity a x) ↔ a < 2 * b := by
  have hc : b / (2 * π) / √(a / (2 * π)) ≠ 0 := by positivity
  simp only [modeDensity_sq_div hb]
  rw [integrable_const_mul_iff hc.isUnit, integrable_exp_neg_mul_sq_iff]
  constructor <;> intro h <;> linarith
```

When a < 2b, the integral is

[b/(2π)] · √(2π/a) · √(2π/(2b − a)) = b/√(a(2b − a)).

The identity `e` rewrites the argument of the Gaussian square root so that √(a/(2π)) appears explicitly and cancels.

```lean
/-- For positive precisions with `a < 2b`, the mean squared weight of one mode is
`b / √(a(2b - a))`. -/
theorem integral_sq_div {a b : ℝ} (ha : 0 < a) (hb : 0 < b) (hab : a < 2 * b) :
    ∫ x, modeDensity b x ^ 2 / modeDensity a x = b / √(a * (2 * b - a)) := by
  have hd : 0 < 2 * b - a := by linarith
  have hpi := Real.pi_pos
  -- express the Gaussian integral through `√(a / (2π))` and `√(a(2b - a))`
  have e : π / ((2 * b - a) / 2) = (2 * π) ^ 2 * (a / (2 * π)) / (a * (2 * b - a)) := by
    have := hd.ne'
    field_simp
  have hs : √(a / (2 * π)) ≠ 0 := by positivity
  have ht : √(a * (2 * b - a)) ≠ 0 := (Real.sqrt_pos.2 (mul_pos ha hd)).ne'
  simp only [modeDensity_sq_div hb]
  rw [integral_const_mul, integral_gaussian, e,
    Real.sqrt_div (show 0 ≤ (2 * π) ^ 2 * (a / (2 * π)) by positivity),
    Real.sqrt_mul (show 0 ≤ (2 * π) ^ 2 by positivity),
    Real.sqrt_sq (show 0 ≤ 2 * π by positivity)]
  generalize √(a / (2 * π)) = s at hs ⊢
  generalize √(a * (2 * b - a)) = t at ht ⊢
  field_simp
```

This value exceeds 1 when a ≠ b, because

b² − a(2b − a) = (b − a)² > 0.

Lean reduces the claim to a(2b − a) < b² and closes it with the positive square `hsq`.

```lean
/-- For distinct positive precisions with `a < 2b`, the one-mode value `b / √(a(2b - a))`
exceeds one. -/
theorem one_lt_second_moment {a b : ℝ} (ha : 0 < a) (hb : 0 < b) (hab : a < 2 * b)
    (hne : a ≠ b) : 1 < b / √(a * (2 * b - a)) := by
  have hd : 0 < 2 * b - a := by linarith
  have hsq : 0 < (b - a) ^ 2 := by
    have : b - a ≠ 0 := sub_ne_zero.2 hne.symm
    positivity
  rw [one_lt_div (Real.sqrt_pos.2 (mul_pos ha hd)), Real.sqrt_lt' hb]
  nlinarith
```

## Many modes

Since ρ_a w = ρ_b, the mean weight is 1. The second moment factorises:

∫ ρ_a w² = ∏ᵢ ∫ p_{bᵢ}²/p_{aᵢ} = ∏ᵢ bᵢ/√(aᵢ(2bᵢ − aᵢ)).

Taking the reciprocal gives the fraction ∏ᵢ √(aᵢ(2bᵢ − aᵢ))/bᵢ. Each mode may have its own pair of precisions, provided that aᵢ < 2bᵢ.

In the proof, `hw` and `hw2` are the two pointwise identities, while `h1` and `h2` evaluate the integrals by factorising them over the modes. Integrability is proved alongside the formula, so the denominator is a genuine finite moment.

```lean
/-- For modes with positive precisions and `a i < 2 b i`, the mean squared weight is finite and
the effective sample fraction is the product of the one-mode factors `√(a(2b - a)) / b`. -/
theorem effectiveFraction_eq_prod {n : ℕ} {a b : Fin n → ℝ} (ha : ∀ i, 0 < a i)
    (hb : ∀ i, 0 < b i) (hab : ∀ i, a i < 2 * b i) :
    Integrable (fun x => density a x * weight a b x ^ 2) ∧
      effectiveFraction a b = ∏ i, √(a i * (2 * b i - a i)) / b i := by
  have hpos : ∀ x, density a x ≠ 0 := fun x => by
    refine Finset.prod_ne_zero_iff.2 fun i _ => ?_
    have := ha i
    unfold modeDensity
    positivity
  have hw : ∀ x, density a x * weight a b x = density b x := fun x =>
    mul_div_cancel₀ _ (hpos x)
  -- the sampled density times the squared weight factorises over the modes
  have hw2 : ∀ x, density a x * weight a b x ^ 2 =
      ∏ i, modeDensity (b i) (x i) ^ 2 / modeDensity (a i) (x i) := fun x => by
    rw [Finset.prod_div_distrib, Finset.prod_pow]
    change _ = density b x ^ 2 / density a x
    have := hpos x
    unfold weight
    field_simp
  have h1 : ∫ x, density a x * weight a b x = 1 := by
    simp only [hw]
    refine (integral_fintype_prod_volume_eq_prod
      (f := fun i y => modeDensity (b i) y)).trans ?_
    exact Finset.prod_eq_one fun i _ => integral_modeDensity (hb i)
  have h2 : ∫ x, density a x * weight a b x ^ 2 =
      ∏ i, b i / √(a i * (2 * b i - a i)) := by
    simp only [hw2]
    refine (integral_fintype_prod_volume_eq_prod
      (f := fun i y => modeDensity (b i) y ^ 2 / modeDensity (a i) y)).trans ?_
    exact Finset.prod_congr rfl fun i _ => integral_sq_div (ha i) (hb i) (hab i)
  constructor
  · simp only [hw2]
    exact Integrable.fintype_prod
      (f := fun i y => modeDensity (b i) y ^ 2 / modeDensity (a i) y)
      fun i => (integrable_sq_div_iff (ha i) (hb i)).2 (hab i)
  · unfold effectiveFraction
    rw [h1, h2, one_pow, one_div, ← Finset.prod_inv_distrib]
    exact Finset.prod_congr rfl fun i _ => inv_div _ _
```

For identical modes, set r = √(a(2b − a))/b. The fraction is rⁿ, and 0 < r < 1 when a ≠ b, so it tends to zero as n grows. In the smallest case, n = 0, the product is empty and the fraction is 1; a single mode gives r.

For stochastic self-consistent phonon calculations, this describes the drop in effective sample size when old configurations are reused after a trial update, in the restricted setting of independent, identical Gaussian modes with fixed a ≠ b and a < 2b. The statistical error of a particular average also depends on the observable.

```lean
/-- For `n` identical modes with distinct positive precisions and `a < 2b`, the mean squared
weight is finite, the effective sample fraction is `(√(a(2b - a)) / b) ^ n`, and it tends to
zero as `n` grows. -/
theorem effectiveFraction_tendsto_zero {a b : ℝ} (ha : 0 < a) (hb : 0 < b)
    (hab : a < 2 * b) (hne : a ≠ b) :
    (∀ n : ℕ, Integrable (fun x : Fin n → ℝ =>
      density (fun _ => a) x * weight (fun _ => a) (fun _ => b) x ^ 2)) ∧
    (∀ n : ℕ, effectiveFraction (fun _ : Fin n => a) (fun _ => b) =
      (√(a * (2 * b - a)) / b) ^ n) ∧
    Tendsto (fun n : ℕ => effectiveFraction (fun _ : Fin n => a) (fun _ => b))
      atTop (𝓝 0) := by
  have key := fun n : ℕ => effectiveFraction_eq_prod (n := n) (a := fun _ => a)
    (b := fun _ => b) (fun _ => ha) (fun _ => hb) (fun _ => hab)
  have hf : ∀ n : ℕ, effectiveFraction (fun _ : Fin n => a) (fun _ => b) =
      (√(a * (2 * b - a)) / b) ^ n := fun n => by
    rw [(key n).2]
    simp only [Finset.prod_const, Finset.card_univ, Fintype.card_fin]
  refine ⟨fun n => (key n).1, hf, ?_⟩
  simp only [hf]
  -- each further mode multiplies the fraction by the same number below one
  have hs : 0 < √(a * (2 * b - a)) := Real.sqrt_pos.2 (mul_pos ha (by linarith))
  have hlt := (one_lt_div hs).1 (one_lt_second_moment ha hb hab hne)
  exact tendsto_pow_atTop_nhds_zero_of_lt_one (by positivity) ((div_lt_one hb).2 hlt)
```

## Samples needed for a prescribed effective number

If N configurations count as N rⁿ effective ones, then

M ≤ N rⁿ  ⇔  M (b/√(a(2b − a)))ⁿ ≤ N.

For fixed M > 0, the required N grows exponentially with the number of modes. The proof inserts the formula for the fraction and multiplies through by a positive power. Here N rⁿ is the effective number given by the distribution averages; the value estimated from a particular batch fluctuates.

```lean
/-- For `n` identical modes with distinct positive precisions and `a < 2b`, `N` samples have an
effective number of at least `M` exactly when `N` is at least `M (b / √(a(2b - a))) ^ n`. -/
theorem required_samples {a b : ℝ} (ha : 0 < a) (hb : 0 < b) (hab : a < 2 * b)
    (hne : a ≠ b) (n N : ℕ) (M : ℝ) :
    M ≤ N * effectiveFraction (fun _ : Fin n => a) (fun _ => b) ↔
      M * (b / √(a * (2 * b - a))) ^ n ≤ N := by
  have hpos := zero_lt_one.trans (one_lt_second_moment ha hb hab hne)
  rw [(effectiveFraction_tendsto_zero ha hb hab hne).2.1 n,
    ← inv_div b (√(a * (2 * b - a))), inv_pow, ← div_eq_mul_inv,
    le_div_iff₀ (pow_pos hpos n)]

end

end PhononReweighting
```

```lean
#print axioms PhononReweighting.effectiveFraction_tendsto_zero
#print axioms PhononReweighting.required_samples
```

```
'PhononReweighting.effectiveFraction_tendsto_zero' depends on axioms: [propext, Classical.choice, Quot.sound]
'PhononReweighting.required_samples' depends on axioms: [propext, Classical.choice, Quot.sound]
```
